# The cyclic shift on three copies of a finite-dimensional state has expectation Tr(ρ³)

## Three copies and the direction of the shift

One copy of the system has the state space ℂ^d, with basis states |i⟩ labelled by a finite set of d labels. Three copies have the basis |i,j,k⟩ = |i⟩ ⊗ |j⟩ ⊗ |k⟩, and a product vector u ⊗ v ⊗ w has the components u_i v_j w_k. For d × d matrices A, B, D, the operator A ⊗ B ⊗ D applies A to the first copy, B to the second and D to the third:

⟨i,j,k| A ⊗ B ⊗ D |a,b,c⟩ = A_ia B_jb D_kc.

The cyclic shift C is the permutation matrix whose row (i,j,k) has its single entry 1 in the column (k,i,j). On a vector Ψ with components Ψ(i,j,k) it therefore acts as

(CΨ)(i,j,k) = Ψ(k,i,j),

and on basis states as

C |a,b,c⟩ = |b,c,a⟩.

The content of the first copy moves to the last place and the other two move forward. This choice of direction matters below, because the reverse shift C† produces the other ordering of the matrices. A dagger denotes the conjugate transpose, and Tr is the unnormalised trace.

## A cubic quantity as a linear expectation

An expectation value Tr(Oρ) is linear in the state ρ, whereas the third moment Tr(ρ³) is cubic. No fixed operator O on a single copy can reproduce it for all states once d ≥ 2. Three independent replicas are described by ρ ⊗ ρ ⊗ ρ, which is itself cubic in ρ, so a fixed operator on the three copies can do so. The cyclic shift is such an operator.

For a finite-dimensional system prepared in three identical, uncorrelated copies, this gives access to Tr(ρ³), and with it to the Rényi entropy of order 3, without first reconstructing ρ. The same contraction appears in tensor-network calculations, where three copies of a reduced density matrix are joined in a ring.

## The statements and their Lean form

The results are these, for all complex d × d matrices A, B, D and ρ:

C(u ⊗ v ⊗ w) = v ⊗ w ⊗ u,

C³ = 1, C† = C², and C is unitary,

Tr(C(A ⊗ B ⊗ D)) = Tr(ABD),

Tr(C†(A ⊗ B ⊗ D)) = Tr(ADB),

Tr((C − C†)(A ⊗ B ⊗ D)) = Tr(A(BD − DB)),

Tr(C(ρ ⊗ ρ ⊗ ρ)) = Tr(ρ³).

In addition, C is not Hermitian when d ≥ 2, while (C + C†)/2 is always Hermitian and has the same trace Tr(ρ³) against three replicas.

In Lean, the finite type `n` is the set of basis labels of one copy, and d is its number of elements. The type `n × n × n` labels the basis of three copies. A state vector is a function from labels to ℂ, and `productVec u v w` is the product vector. The matrix `shift n` is C. In its definition, `p` is the row label and `q` the column label; the components `p.1`, `p.2.1` and `p.2.2` are i, j and k, so the condition `q = (p.2.2, p.1, p.2.1)` says that the column is (k,i,j). The action on product vectors is then a theorem, `shift_mulVec_productVec`, and not part of the definition.

The expression `A ⊗ₖ (B ⊗ₖ D)` is the Kronecker product, bracketed to the right because `n × n × n` means `n × (n × n)`. The superscript `ᴴ` is the dagger, and `*ᵥ` applies a matrix to a vector. The assumption `[Nontrivial n]` in `shift_not_isHermitian` says that there are at least two basis labels.

The matrix `ρ` in `third_moment_eq_expectation` is arbitrary: neither positivity nor unit trace is assumed. Density matrices are therefore included, and for them the trace with (C + C†)/2 is the expectation value of an observable. The restrictions lie elsewhere. The trace identities concern a finite basis, exactly three copies, and operators of product form. If the replicas are correlated, their joint state is not ρ ⊗ ρ ⊗ ρ and the last identity does not apply to it.

## The shift as a relabelling of rows

Insert a product vector into the rule for C:

(C(u ⊗ v ⊗ w))(i,j,k) = u_k v_i w_j = v_i w_j u_k.

The right side is the (i,j,k) component of v ⊗ w ⊗ u, as required.

The same rule holds for each column of a matrix M on the three copies. Multiplication by C from the left only changes the row label:

⟨i,j,k| CM |q⟩ = ⟨k,i,j| M |q⟩.

Write r(i,j,k) = (k,i,j) for this change of label. Applying it repeatedly gives

(i,j,k) → (k,i,j) → (j,k,i) → (i,j,k).

Thus r³ is the identity, and C³ = 1.

For the adjoint, compare entries. All entries of C are real, so ⟨p|C†|q⟩ = ⟨q|C|p⟩, which is 1 when p = r(q) and 0 otherwise. The entry ⟨p|C²|q⟩ is 1 when q = r(r(p)) and 0 otherwise. Since r³ is the identity, applying r twice to both sides of p = r(q) gives r(r(p)) = q, and applying r once more leads back. The two conditions agree, so C† = C². It follows that

C†C = C²C = C³ = 1,

and C is unitary.

## From a tensor product to a matrix product

A diagonal entry of C(A ⊗ B ⊗ D) is found by changing the row label and keeping the column label:

⟨i,j,k| C(A ⊗ B ⊗ D) |i,j,k⟩ = ⟨k,i,j| A ⊗ B ⊗ D |i,j,k⟩ = A_ki B_ij D_jk.

Each label now occurs once as a row index and once as a column index, in different matrices. Summation over all labels joins the matrices in a ring:

Tr(C(A ⊗ B ⊗ D)) = Σ_ijk B_ij D_jk A_ki = Tr(BDA) = Tr(ABD).

The last step is the cyclic property of the trace.

For the reverse shift, use C† = C², which changes the row label to (j,k,i). The diagonal entry is then A_ji B_kj D_ik, and

Tr(C†(A ⊗ B ⊗ D)) = Σ_ijk D_ik B_kj A_ji = Tr(DBA) = Tr(ADB).

Subtracting the two results gives

Tr((C − C†)(A ⊗ B ⊗ D)) = Tr(ABD) − Tr(ADB) = Tr(A(BD − DB)).

In the trace against a product operator A ⊗ B ⊗ D, the two directions of the shift thus differ by a term that contains the commutator of B and D, and they agree whenever B and D commute.

## A Hermitian operator with the same expectation

Suppose that d ≥ 2 and choose two different labels i and j. Then

⟨i,i,j| C |j,i,i⟩ = 1,

because the column required by the row (i,i,j) is (j,i,i). In the opposite direction, the row (j,i,i) requires the column (i,j,i), which differs from (i,i,j), so

⟨j,i,i| C |i,i,j⟩ = 0.

A Hermitian matrix would have complex conjugate numbers in these two places. Hence C is not an observable, although its trace against three replicas of a density matrix is real.

Its Hermitian part is H = (C + C†)/2. Taking the adjoint exchanges the two terms, so H† = H. For A = B = D = ρ, both orderings of the matrix product are ρ³, and

Tr(H(ρ ⊗ ρ ⊗ ρ)) = (Tr(ρ³) + Tr(ρ³))/2 = Tr(ρ³).

## One and two basis states

For d = 1 there is only the basis state |i,i,i⟩, so C is the 1 × 1 matrix 1. It is Hermitian, and the trace identity reduces to the product of three numbers. This is why the statement that C is not Hermitian needs a second basis state.

With two basis states |0⟩ and |1⟩, the directions already differ:

C |1,0,0⟩ = |0,0,1⟩, C† |1,0,0⟩ = |0,1,0⟩.

The traces can differ too. Take A = |0⟩⟨0|, B = |0⟩⟨1| and D = |1⟩⟨0|. Then BD = |0⟩⟨0| and DB = |1⟩⟨1|, so Tr(ABD) = 1 and Tr(ADB) = 0.

## The complete Lean file

```lean
import Mathlib

open Matrix
open scoped Kronecker

namespace CyclicShiftThreeReplicas

noncomputable section

variable {n : Type*} [Fintype n] [DecidableEq n]

/-- The product vector `u ⊗ v ⊗ w` on three copies of the one-copy space. -/
def productVec (u v w : n → ℂ) : n × n × n → ℂ :=
  fun p => u p.1 * v p.2.1 * w p.2.2

variable (n) in
/-- The cyclic shift on three copies, as a permutation matrix: the row `(i, j, k)` has its
single entry 1 in the column `(k, i, j)`. -/
def shift : Matrix (n × n × n) (n × n × n) ℂ :=
  fun p q => if q = (p.2.2, p.1, p.2.1) then 1 else 0

/-- The cyclic shift sends `u ⊗ v ⊗ w` to `v ⊗ w ⊗ u`. -/
theorem shift_mulVec_productVec (u v w : n → ℂ) :
    shift n *ᵥ productVec u v w = productVec v w u := by
  ext p
  have h : (shift n *ᵥ productVec u v w) p = productVec u v w (p.2.2, p.1, p.2.1) := by
    simp [Matrix.mulVec, dotProduct, shift]
  rw [h]
  simp only [productVec]
  ring

/-- Multiplying an operator from the left by the cyclic shift permutes its row labels. -/
theorem shift_mul_apply (M : Matrix (n × n × n) (n × n × n) ℂ) (p q : n × n × n) :
    (shift n * M) p q = M (p.2.2, p.1, p.2.1) q := by
  simp [Matrix.mul_apply, shift]

/-- Three cyclic shifts bring every copy back to its place: `C ^ 3 = 1`. -/
theorem shift_pow_three : shift n ^ 3 = 1 := by
  ext p q
  rw [pow_three, shift_mul_apply, shift_mul_apply, Matrix.one_apply]
  change (if q = p then (1 : ℂ) else 0) = if p = q then 1 else 0
  by_cases h : p = q
  · simp [h]
  · simp [h, Ne.symm h]

/-- The adjoint of the cyclic shift is the shift applied twice. -/
theorem shift_conjTranspose : (shift n)ᴴ = shift n ^ 2 := by
  ext p q
  obtain ⟨a, b, c⟩ := p
  obtain ⟨x, y, z⟩ := q
  rw [sq, shift_mul_apply, Matrix.conjTranspose_apply]
  change star (if (a, b, c) = (z, x, y) then (1 : ℂ) else 0)
    = if (x, y, z) = (b, c, a) then 1 else 0
  -- both conditions say that the labels agree after a rotation
  have h : (a, b, c) = (z, x, y) ↔ (x, y, z) = (b, c, a) := by
    simp only [Prod.mk.injEq]
    constructor <;> (rintro ⟨rfl, rfl, rfl⟩; exact ⟨rfl, rfl, rfl⟩)
  by_cases hp : (x, y, z) = (b, c, a)
  · rw [if_pos (h.2 hp), if_pos hp, star_one]
  · rw [if_neg (mt h.1 hp), if_neg hp, star_zero]

/-- The cyclic shift is unitary. -/
theorem shift_mem_unitaryGroup : shift n ∈ Matrix.unitaryGroup (n × n × n) ℂ := by
  rw [Matrix.mem_unitaryGroup_iff', Matrix.star_eq_conjTranspose, shift_conjTranspose,
    ← pow_succ]
  exact shift_pow_three

/-- The cyclic shift turns a tensor product into a matrix product under the trace:
`Tr (C (A ⊗ B ⊗ D)) = Tr (A B D)`. -/
theorem trace_shift_mul_kronecker (A B D : Matrix n n ℂ) :
    (shift n * (A ⊗ₖ (B ⊗ₖ D))).trace = (A * B * D).trace := by
  -- cyclicity brings the right side to the order in which the labels are summed
  rw [Matrix.mul_assoc A B D, Matrix.trace_mul_comm A (B * D), Matrix.mul_assoc B D A]
  simp only [Matrix.trace, Matrix.diag_apply, shift_mul_apply, Matrix.kroneckerMap_apply,
    Fintype.sum_prod_type]
  simp only [Matrix.mul_apply, Finset.mul_sum]
  refine Finset.sum_congr rfl fun i _ => Finset.sum_congr rfl fun j _ =>
    Finset.sum_congr rfl fun k _ => ?_
  ring

/-- The reverse shift gives the opposite cyclic order: `Tr (C† (A ⊗ B ⊗ D)) = Tr (A D B)`. -/
theorem trace_shift_adjoint_mul_kronecker (A B D : Matrix n n ℂ) :
    ((shift n)ᴴ * (A ⊗ₖ (B ⊗ₖ D))).trace = (A * D * B).trace := by
  rw [shift_conjTranspose, sq, Matrix.mul_assoc (shift n), Matrix.mul_assoc A D B,
    Matrix.trace_mul_comm A (D * B), Matrix.mul_assoc D B A]
  simp only [Matrix.trace, Matrix.diag_apply, shift_mul_apply, Matrix.kroneckerMap_apply,
    Fintype.sum_prod_type]
  simp only [Matrix.mul_apply, Finset.mul_sum]
  refine Finset.sum_congr rfl fun i _ => ?_
  rw [Finset.sum_comm]
  refine Finset.sum_congr rfl fun k _ => Finset.sum_congr rfl fun j _ => ?_
  ring

/-- The difference between the two directions of shifting measures a commutator:
`Tr ((C - C†) (A ⊗ B ⊗ D)) = Tr (A (B D - D B))`. -/
theorem trace_shift_sub_adjoint (A B D : Matrix n n ℂ) :
    ((shift n - (shift n)ᴴ) * (A ⊗ₖ (B ⊗ₖ D))).trace = (A * (B * D - D * B)).trace := by
  rw [Matrix.sub_mul, Matrix.trace_sub, trace_shift_mul_kronecker,
    trace_shift_adjoint_mul_kronecker, Matrix.mul_sub, Matrix.trace_sub,
    Matrix.mul_assoc, Matrix.mul_assoc]

omit [Fintype n] in
/-- If one copy has dimension at least two, the cyclic shift is not Hermitian. -/
theorem shift_not_isHermitian [Nontrivial n] : ¬ (shift n).IsHermitian := by
  intro h
  obtain ⟨i, j, hij⟩ := exists_pair_ne n
  -- the entry between these two basis states is 1 in one direction and 0 in the other
  have h1 := h.apply (i, i, j) (j, i, i)
  simp [shift, hij] at h1

/-- For every square complex matrix `ρ`, the trace of `C (ρ ⊗ ρ ⊗ ρ)` is `Tr (ρ ^ 3)`. The operator
`(C + C†) / 2` is Hermitian and gives the same trace when it replaces `C`. -/
theorem third_moment_eq_expectation (ρ : Matrix n n ℂ) :
    (shift n * (ρ ⊗ₖ (ρ ⊗ₖ ρ))).trace = (ρ ^ 3).trace ∧
    ((1 / 2 : ℂ) • (shift n + (shift n)ᴴ)).IsHermitian ∧
    (((1 / 2 : ℂ) • (shift n + (shift n)ᴴ)) * (ρ ⊗ₖ (ρ ⊗ₖ ρ))).trace = (ρ ^ 3).trace := by
  refine ⟨?_, ?_, ?_⟩
  · rw [trace_shift_mul_kronecker, pow_three']
  · have h2 : star (1 / 2 : ℂ) = 1 / 2 := by simp
    unfold Matrix.IsHermitian
    rw [Matrix.conjTranspose_smul, h2, Matrix.conjTranspose_add,
      Matrix.conjTranspose_conjTranspose, add_comm]
  · -- both directions of shifting give the same moment, so their mean does too
    rw [Matrix.smul_mul, Matrix.trace_smul, Matrix.add_mul, Matrix.trace_add,
      trace_shift_mul_kronecker, trace_shift_adjoint_mul_kronecker, pow_three', smul_eq_mul]
    ring

end

end CyclicShiftThreeReplicas
```

```lean
#print axioms CyclicShiftThreeReplicas.shift_pow_three
#print axioms CyclicShiftThreeReplicas.trace_shift_sub_adjoint
#print axioms CyclicShiftThreeReplicas.shift_not_isHermitian
#print axioms CyclicShiftThreeReplicas.third_moment_eq_expectation
```

```
'CyclicShiftThreeReplicas.shift_pow_three' depends on axioms: [propext, Classical.choice, Quot.sound]
'CyclicShiftThreeReplicas.trace_shift_sub_adjoint' depends on axioms: [propext, Classical.choice, Quot.sound]
'CyclicShiftThreeReplicas.shift_not_isHermitian' depends on axioms: [propext, Classical.choice, Quot.sound]
'CyclicShiftThreeReplicas.third_moment_eq_expectation' depends on axioms: [propext, Classical.choice, Quot.sound]
```

## Row relabelling in the proofs

In `shift_mulVec_productVec`, the sum that defines the matrix-vector product has one nonzero term. The intermediate equation `h` selects it, and `ring` puts the three factors in the order v, w, u.

The lemma `shift_mul_apply` is the rule for changing row labels. The proofs of C³ = 1, of C† = C² and of the two trace identities for C and C† use it directly. In `shift_pow_three`, the cube is written as C(CC) and the lemma is applied twice. The remaining factor C supplies the third relabelling, after which its entry is 1 exactly when `q = p`. The case distinction matches this with the entry of the identity matrix.

The proof of `shift_conjTranspose` names the labels (a,b,c) for the row and (x,y,z) for the column. The adjoint has entry 1 when (a,b,c) = (z,x,y), and the square when (x,y,z) = (b,c,a). Compared component by component, these are the same three equations, which is what the local statement `h` records. Unitarity follows in `shift_mem_unitaryGroup` by replacing C† with C² and using C³ = 1.

## Matching the sums term by term

In `trace_shift_mul_kronecker`, the first line of rewriting brings the right side to Tr(B(DA)) by associativity and the cyclic property. Both traces are then expanded into sums over i, j and k. The left side has the terms A_ki B_ij D_jk, and the right side has the same factors in another order. The three uses of `Finset.sum_congr` reduce the equality to a single term, and `ring` reorders the factors.

The proof of `trace_shift_adjoint_mul_kronecker` replaces C† by C² and applies the relabelling lemma twice. The right side becomes Tr(D(BA)), whose natural order of summation is i, k, j. One application of `Finset.sum_comm` exchanges the two inner sums on the left to match. The commutator formula `trace_shift_sub_adjoint` then follows from these two identities, linearity of the trace, and the distributive and associative laws for matrix products.

For `shift_not_isHermitian`, the condition of being Hermitian is applied to the pair of entries computed above. Simplification with i ≠ j turns it into a contradiction between 0 and 1.

The theorem `third_moment_eq_expectation` has three parts. The first sets all three matrices equal to ρ in the trace identity. The second takes the adjoint of (C + C†)/2, using that 1/2 is real and that addition is commutative. The third distributes the trace over the two shifts and inserts both trace identities; the final `ring` evaluates the mean of two equal numbers.
